# C centring: reflections with h + k even correspond one-to-one to the index triples of a primitive cell

A crystal with a C-centred lattice can be described by its conventional cell a, b, c or by a primitive cell of half the volume. In kinematic diffraction, the conventional indexing shows no reflection with h + k odd, whereas on the primitive cell centring removes nothing. Both index lists label the same spots, so there must be a rule that translates one into the other. For the primitive cell

a' = (a − b)/2, b' = (a + b)/2, c' = c

the rule, for h + k even, is

(h, k, l) ↦ (h', k', l') = ((h − k)/2, (h + k)/2, l).

```lean
import Mathlib

open Matrix

namespace CCentring

noncomputable section
```

## The two cells and their indices

Indices are integer triples. In Lean a triple is a function `h` with components `h 0`, `h 1`, `h 2`, which are the textbook h, k, l. To pair them with fractional coordinates they are first read as real numbers.

```lean
/-- An integer triple regarded as a real triple. -/
def realVec (h : Fin 3 → ℤ) : Fin 3 → ℝ := fun i => (h i : ℝ)
```

C centring adds to every lattice point a second one, displaced by (a + b)/2.

```lean
/-- The C-centring translation (1/2, 1/2, 0) in conventional fractional coordinates. -/
def centring : Fin 3 → ℝ := ![1 / 2, 1 / 2, 0]
```

The primitive vectors are built from three vectors of any real vector space. For a crystal these are the linearly independent edges of the conventional cell.

```lean
/-- The primitive vectors a' = (a - b)/2, b' = (a + b)/2, c' = c built from the
conventional vectors a, b, c. -/
def primitiveBasis {V : Type*} [AddCommGroup V] [Module ℝ V] (a : Fin 3 → V) : Fin 3 → V :=
  ![(1 / 2 : ℝ) • (a 0 - a 1), (1 / 2 : ℝ) • (a 0 + a 1), a 2]
```

Writing a', b', c' in the basis a, b, c and placing them in columns gives the matrix P, with rows

(1/2, 1/2, 0), (−1/2, 1/2, 0), (0, 0, 1).

Its Lean name is `toPrimitive`, after the change of basis. Acting on a column of coordinates, it goes the other way, from primitive to conventional.

```lean
/-- The matrix of the basis change: its columns are a', b', c' in the basis a, b, c. -/
def toPrimitive : Matrix (Fin 3) (Fin 3) ℝ :=
  !![1 / 2, 1 / 2, 0; -1 / 2, 1 / 2, 0; 0, 0, 1]
```

The reindexing itself is a map between integer triples. Integer division by 2 rounds down, so for h + k odd the formula drops a remainder, and on all integer triples the map is not one-to-one: (1, 0, 0) and (0, 0, 0) both go to (0, 0, 0).

```lean
/-- The reindexing (h, k, l) ↦ ((h - k)/2, (h + k)/2, l), meant for h + k even, where
both integer divisions are exact. -/
def primitiveIndex (h : Fin 3 → ℤ) : Fin 3 → ℤ :=
  ![(h 0 - h 1) / 2, (h 0 + h 1) / 2, h 2]
```

For finitely many atoms at fractional coordinates x_j, the structure factor is

F(h) = Σ_j f_j exp(2πi h·x_j).

The f_j are complex numbers, to be taken at the scattering vector of the reflection considered. That vector is the same in both indexings, and so are the f_j.

```lean
/-- The structure factor ∑ f exp(2πi h·x) of atoms with scattering factors `f` at
fractional coordinates `x`. -/
def structureFactor {ι : Type*} [Fintype ι] (f : ι → ℂ) (x : ι → Fin 3 → ℝ)
    (h : Fin 3 → ℤ) : ℂ :=
  ∑ j, f j * Complex.exp (2 * Real.pi * Complex.I * ((realVec h ⬝ᵥ x j : ℝ) : ℂ))
```

## How indices and coordinates transform

Indices transform as a row. Multiplying (h, k, l) into the columns of P gives

hP = (h/2 − k/2, h/2 + k/2, l) = ((h − k)/2, (h + k)/2, l).

The proof takes the three components in turn, expands each sum and finishes with `ring`.

```lean
/-- Indices transform as a row vector: (h, k, l) becomes ((h - k)/2, (h + k)/2, l). -/
theorem index_law (v : Fin 3 → ℝ) :
    v ᵥ* toPrimitive = ![(v 0 - v 1) / 2, (v 0 + v 1) / 2, v 2] := by
  ext i
  fin_cases i <;> simp [toPrimitive, Matrix.vecMul, dotProduct, Fin.sum_univ_three] <;> ring
```

Coordinates transform as a column. For primitive coordinates x' = (x', y', z'), written `x` in Lean,

Px' = ((x' + y')/2, (y' − x')/2, z').

```lean
/-- Coordinates transform as a column vector: primitive coordinates (x', y', z') are the
conventional coordinates ((x' + y')/2, (y' - x')/2, z'). -/
theorem coordinate_law (x : Fin 3 → ℝ) :
    toPrimitive *ᵥ x = ![(x 0 + x 1) / 2, (x 1 - x 0) / 2, x 2] := by
  ext i
  fin_cases i <;> simp [toPrimitive, Matrix.mulVec, dotProduct, Fin.sum_univ_three] <;> ring
```

These name the same point in space, as collecting the coefficients of a and b shows:

x'(a − b)/2 + y'(a + b)/2 + z'c = ((x' + y')/2) a + ((y' − x')/2) b + z'c.

The tactic `module` does this collecting.

```lean
/-- Primitive coordinates on a', b', c' and the transformed coordinates on a, b, c
describe the same position in space. -/
theorem same_position {V : Type*} [AddCommGroup V] [Module ℝ V] (a : Fin 3 → V)
    (x : Fin 3 → ℝ) :
    ∑ j, x j • primitiveBasis a j = ∑ i, (toPrimitive *ᵥ x) i • a i := by
  rw [coordinate_law, Fin.sum_univ_three, Fin.sum_univ_three]
  show x 0 • ((1 / 2 : ℝ) • (a 0 - a 1)) + x 1 • ((1 / 2 : ℝ) • (a 0 + a 1)) + x 2 • a 2
    = ((x 0 + x 1) / 2) • a 0 + ((x 1 - x 0) / 2) • a 1 + x 2 • a 2
  module
```

## The new cell is primitive

The points with integer primitive coordinates should be exactly the C-centred lattice. A corner n = (n₀, n₁, n₂) equals Pm for

m = (n₀ − n₁, n₀ + n₁, n₂),

and adding 1 to the second entry of m adds (1/2, 1/2, 0) to the point. Conversely, take an integer triple m. If m₀ + m₁ = 2r, then

Pm = (r, r − m₀, m₂),

a corner. If m₀ + m₁ = 2r + 1, the same triple appears with (1/2, 1/2, 0) added. The Lean proof supplies these triples and splits on the same parity.

```lean
/-- The points of the C-centred lattice (integer triples and their translates by the
centring vector) are exactly the points with integer primitive coordinates. -/
theorem centred_lattice_iff (t : Fin 3 → ℝ) :
    (∃ n : Fin 3 → ℤ, t = realVec n ∨ t = realVec n + centring) ↔
      ∃ m : Fin 3 → ℤ, t = toPrimitive *ᵥ realVec m := by
  simp only [coordinate_law]
  constructor
  · rintro ⟨n, rfl | rfl⟩
    · refine ⟨![n 0 - n 1, n 0 + n 1, n 2], ?_⟩
      ext i
      fin_cases i <;> simp [realVec]
    · refine ⟨![n 0 - n 1, n 0 + n 1 + 1, n 2], ?_⟩
      ext i
      fin_cases i <;> simp [realVec, centring] <;> ring
  · -- the parity of x' + y' decides between a corner and a centring point
    rintro ⟨m, rfl⟩
    rcases Int.even_or_odd' (m 0 + m 1) with ⟨r, hr | hr⟩
    · have hR : (m 0 : ℝ) + m 1 = 2 * r := by exact_mod_cast hr
      refine ⟨![r, r - m 0, m 2], Or.inl ?_⟩
      ext i
      fin_cases i <;> simp [realVec] <;> linarith
    · have hR : (m 0 : ℝ) + m 1 = 2 * r + 1 := by exact_mod_cast hr
      refine ⟨![r, r - m 0, m 2], Or.inr ?_⟩
      ext i
      fin_cases i <;> simp [realVec, centring] <;> linarith
```

## Integer indices require h + k even

Let h + k = 2m, with m now an integer. Then h − k = 2(m − k), both divisions are exact, and the integer map agrees with the row law:

((h − k)/2, (h + k)/2, l) = (m − k, m, l) = hP.

In the proof `omega` evaluates the two integer quotients.

```lean
/-- For h + k even, the integer reindexing is the one induced by the basis change. -/
theorem primitiveIndex_eq (h : Fin 3 → ℤ) (he : Even (h 0 + h 1)) :
    realVec (primitiveIndex h) = realVec h ᵥ* toPrimitive := by
  obtain ⟨m, hm⟩ := he
  have e1 : (h 0 - h 1) / 2 = m - h 1 := by omega
  have e2 : (h 0 + h 1) / 2 = m := by omega
  have hp : primitiveIndex h = ![m - h 1, m, h 2] := by
    simp only [primitiveIndex, e1, e2]
  have hR : (h 0 : ℝ) + h 1 = m + m := by exact_mod_cast hm
  rw [hp, index_law]
  ext i
  fin_cases i <;> simp [realVec] <;> linarith
```

Conversely, if hP is an integer triple g, its second component gives h + k = 2g₁, which is even.

```lean
/-- The transformed indices of an integer triple (h, k, l) are integers if and only if
h + k is even. -/
theorem integral_iff_even (h : Fin 3 → ℤ) :
    (∃ g : Fin 3 → ℤ, realVec g = realVec h ᵥ* toPrimitive) ↔ Even (h 0 + h 1) := by
  constructor
  · rintro ⟨g, hg⟩
    rw [index_law] at hg
    have h1 : (g 1 : ℝ) = ((h 0 : ℝ) + h 1) / 2 := congrFun hg 1
    have h2 : (h 0 : ℝ) + h 1 = g 1 + g 1 := by linarith
    exact ⟨g 1, by exact_mod_cast h2⟩
  · exact fun he => ⟨primitiveIndex h, primitiveIndex_eq h he⟩
```

## The bijection

On the triples with h + k even, the new indices determine the old ones:

h = h' + k', k = k' − h', l = l'.

Two such triples with the same image are therefore equal. Every integer triple (h', k', l') is reached, because (h' + k', k' − h', l') has first two entries summing to 2k' and is mapped back to (h', k', l'). `Set.BijOn` states exactly this: the map is injective on the even triples, and its image is all of `Set.univ`. In both halves `omega` does the integer arithmetic.

The determinant is

det P = (1/2)(1/2) − (1/2)(−1/2) = 1/2,

the ratio of the cell volumes. For h + k even the phase is unchanged because, with h and h' now denoting whole triples,

h'·x' = (hP)·x' = h·(Px'),

where the first step is `primitiveIndex_eq` and the second is the lemma `Matrix.dotProduct_mulVec`.

```lean
/-- The reindexing is a bijection from the integer triples with h + k even onto all integer
triples. It is induced by a basis change of determinant 1/2 and leaves h·x unchanged. -/
theorem c_centring_reindexing :
    Set.BijOn primitiveIndex {h | Even (h 0 + h 1)} Set.univ ∧
    toPrimitive.det = 1 / 2 ∧
    ∀ h : Fin 3 → ℤ, Even (h 0 + h 1) →
      realVec (primitiveIndex h) = realVec h ᵥ* toPrimitive ∧
      ∀ x : Fin 3 → ℝ, realVec (primitiveIndex h) ⬝ᵥ x = realVec h ⬝ᵥ (toPrimitive *ᵥ x) := by
  refine ⟨⟨fun _ _ => Set.mem_univ _, ?_, ?_⟩, ?_, ?_⟩
  · -- sum and difference of the new indices recover h and k
    intro h hh g hg e
    obtain ⟨m, hm⟩ := hh
    obtain ⟨n, hn⟩ := hg
    have e0 : (h 0 - h 1) / 2 = (g 0 - g 1) / 2 := congrFun e 0
    have e1 : (h 0 + h 1) / 2 = (g 0 + g 1) / 2 := congrFun e 1
    have e2 : h 2 = g 2 := congrFun e 2
    ext i
    fin_cases i
    · show h 0 = g 0
      omega
    · show h 1 = g 1
      omega
    · exact e2
  · intro g _
    refine ⟨![g 0 + g 1, g 1 - g 0, g 2], ?_, ?_⟩
    · show Even ((g 0 + g 1) + (g 1 - g 0))
      exact ⟨g 1, by ring⟩
    · ext i
      fin_cases i
      · show ((g 0 + g 1) - (g 1 - g 0)) / 2 = g 0
        omega
      · show ((g 0 + g 1) + (g 1 - g 0)) / 2 = g 1
        omega
      · rfl
  · simp [toPrimitive, Matrix.det_fin_three]
    norm_num
  · intro h he
    refine ⟨primitiveIndex_eq h he, fun x => ?_⟩
    rw [primitiveIndex_eq h he, Matrix.dotProduct_mulVec]
```

## The centring absences

Moving every atom by the centring vector adds (h + k)/2 to each h·x_j. Each term gains the factor

exp(2πi (h + k)/2) = exp(πi)^(h + k) = (−1)^(h + k),

which comes out of the sum. In the proof, `key` evaluates this exponential and `e` splits it off a single term.

```lean
/-- Translating all atoms by the centring vector multiplies the structure factor by
(-1)^(h + k). -/
theorem structureFactor_translate {ι : Type*} [Fintype ι] (f : ι → ℂ)
    (x : ι → Fin 3 → ℝ) (h : Fin 3 → ℤ) :
    structureFactor f (fun j => x j + centring) h
      = (-1 : ℂ) ^ (h 0 + h 1) * structureFactor f x h := by
  have hc : realVec h ⬝ᵥ centring = ((h 0 : ℝ) + h 1) / 2 := by
    simp [realVec, centring, dotProduct, Fin.sum_univ_three]
    ring
  have key : Complex.exp (((h 0 + h 1 : ℤ) : ℂ) * (Real.pi * Complex.I))
      = (-1 : ℂ) ^ (h 0 + h 1) := by
    rw [Complex.exp_int_mul, Complex.exp_pi_mul_I]
  -- the extra phase is exp(πi(h + k))
  have e : ∀ A : ℝ, Complex.exp (2 * Real.pi * Complex.I *
      ((A + ((h 0 : ℝ) + h 1) / 2 : ℝ) : ℂ))
      = (-1 : ℂ) ^ (h 0 + h 1) * Complex.exp (2 * Real.pi * Complex.I * (A : ℂ)) := by
    intro A
    rw [← key, ← Complex.exp_add]
    congr 1
    push_cast
    ring
  unfold structureFactor
  rw [Finset.mul_sum]
  refine Finset.sum_congr rfl fun j _ => ?_
  rw [dotProduct_add, hc, e]
  ring
```

The conventional cell contains a motif, the contents of one primitive cell, and its centred copy. With the motif given in primitive coordinates x'_j,

F_conv(h) = (1 + (−1)^(h + k)) Σ_j f_j exp(2πi h·(Px'_j)).

For h + k odd the bracket is zero. For h + k even it is 2, and by the invariance of the phase the sum is the primitive structure factor at h'. The proof makes the same case distinction with `split_ifs`.

```lean
/-- The structure factor of a motif and its centred copy is twice that of the motif in
primitive coordinates and indices if h + k is even, and zero if h + k is odd. -/
theorem structureFactor_centred {ι : Type*} [Fintype ι] (f : ι → ℂ)
    (x : ι → Fin 3 → ℝ) (h : Fin 3 → ℤ) :
    structureFactor f (fun j => toPrimitive *ᵥ x j) h
      + structureFactor f (fun j => toPrimitive *ᵥ x j + centring) h
      = if Even (h 0 + h 1) then 2 * structureFactor f x (primitiveIndex h) else 0 := by
  rw [structureFactor_translate f (fun j => toPrimitive *ᵥ x j) h]
  split_ifs with he
  · have hs : structureFactor f (fun j => toPrimitive *ᵥ x j) h
        = structureFactor f x (primitiveIndex h) := by
      unfold structureFactor
      simp only [Matrix.dotProduct_mulVec, primitiveIndex_eq h he]
    rw [he.neg_one_zpow, hs]
    ring
  · rw [(Int.not_even_iff_odd.mp he).neg_one_zpow]
    ring

end

end CCentring
```

An even reflection can still vanish if the sum over the motif does. For such a reflection, the step from F = 0 to a missing spot assumes single scattering, with intensity proportional to |F|²; multiple scattering can give it intensity. It cannot do so for h + k odd: successive scattering adds index triples, and a sum of triples with h + k even again has h + k even.

In plane-wave electronic-structure calculations, a potential that is a superposition of fixed atomic potentials has Fourier coefficients of the same form, up to the sign convention of the phase, so in the conventional cell those with h + k odd are zero.

```lean
#print axioms CCentring.primitiveIndex_eq
-- 'CCentring.primitiveIndex_eq' depends on axioms: [propext, Classical.choice, Quot.sound]
#print axioms CCentring.integral_iff_even
-- 'CCentring.integral_iff_even' depends on axioms: [propext, Classical.choice, Quot.sound]
#print axioms CCentring.c_centring_reindexing
-- 'CCentring.c_centring_reindexing' depends on axioms: [propext, Classical.choice, Quot.sound]
#print axioms CCentring.structureFactor_centred
-- 'CCentring.structureFactor_centred' depends on axioms: [propext, Classical.choice, Quot.sound]
```
